# The d² microstate counts in M_L and M_S are the sum of the tables of ³F, ³P, ¹G, ¹D and ¹S

Two electrons in a d shell occupy two distinct spin orbitals out of ten, and each such choice is a microstate with a total M_L and M_S. The theorem says that, for all integers M and T, the number of microstates with M_L = M and M_S = T equals the number of terms among ³F, ³P, ¹G, ¹D and ¹S whose ranges −L ≤ M ≤ L and −S ≤ T ≤ S contain that pair. This is a statement about counting: no Hamiltonian, term energies or eigenstates of L² and S² enter. The attempt checks the window −4 ≤ M ≤ 4, −1 ≤ T ≤ 1 by direct evaluation, and argues that outside it both sides are zero.

As first written in Lean, the proof fails:

```lean
import Mathlib

open Finset

namespace DTwoTerms

/-- A spin orbital of the d shell: five orbital states times two spin states. -/
abbrev SpinOrbital := Fin 5 × Fin 2

/-- The orbital magnetic quantum number, running from -2 to 2. -/
def ml (o : SpinOrbital) : ℤ := ((o.1 : ℕ) : ℤ) - 2

/-- Twice the spin magnetic quantum number, equal to -1 or 1. -/
def twoMs (o : SpinOrbital) : ℤ := 2 * ((o.2 : ℕ) : ℤ) - 1

/-- The microstates of d²: sets of two distinct occupied spin orbitals. -/
def microstates : Finset (Finset SpinOrbital) := powersetCard 2 univ

/-- The total orbital magnetic quantum number of a set of occupied spin orbitals. -/
def totalML (s : Finset SpinOrbital) : ℤ := ∑ o ∈ s, ml o

/-- Twice the total spin magnetic quantum number of a set of occupied spin orbitals. -/
def twoTotalMS (s : Finset SpinOrbital) : ℤ := ∑ o ∈ s, twoMs o

/-- The number of d² microstates with M_L = M and M_S = T. -/
def microstateCount (M T : ℤ) : ℕ :=
  (microstates.filter (fun s => totalML s = M ∧ twoTotalMS s = 2 * T)).card

/-- The pairs (M_L, M_S) belonging to a term (L, S) of integer spin. -/
noncomputable def cells (t : ℕ × ℕ) : Finset (ℤ × ℤ) :=
  Icc (-(t.1 : ℤ)) (t.1 : ℤ) ×ˢ Icc (-(t.2 : ℤ)) (t.2 : ℤ)

/-- The indicator table of a term: one state in each of its cells, none elsewhere. -/
noncomputable def termTable (t : ℕ × ℕ) (M T : ℤ) : ℕ := if (M, T) ∈ cells t then 1 else 0

/-- The terms ³F, ³P, ¹G, ¹D, ¹S, written as pairs (L, S). -/
def terms : Finset (ℕ × ℕ) := {(3, 1), (1, 1), (4, 0), (2, 0), (0, 0)}

/-- **Term decomposition of d².** For all integers M and T, the number of microstates with
M_L = M and M_S = T is the sum of the indicator tables of ³F, ³P, ¹G, ¹D, ¹S at (M, T). -/
theorem term_decomposition (M T : ℤ) :
    microstateCount M T = ∑ t ∈ terms, termTable t M T := by
  -- the window that contains all microstates is checked cell by cell
  have hwin : ∀ M ∈ Icc (-4 : ℤ) 4, ∀ T ∈ Icc (-1 : ℤ) 1,
      microstateCount M T = ∑ t ∈ terms, termTable t M T := by
    decide +kernel
  by_cases h : M ∈ Icc (-4 : ℤ) 4 ∧ T ∈ Icc (-1 : ℤ) 1
  · exact hwin M h.1 T h.2
  · simp only [mem_Icc] at h
    -- outside the window there are no microstates
    have hb : ∀ s ∈ microstates, (-4 ≤ totalML s ∧ totalML s ≤ 4) ∧
        (-2 ≤ twoTotalMS s ∧ twoTotalMS s ≤ 2) := by
      decide +kernel
    have h0 : microstateCount M T = 0 := by
      unfold microstateCount
      refine card_eq_zero.mpr (filter_eq_empty_iff.mpr ?_)
      rintro s hs ⟨h1, h2⟩
      have := hb s hs
      omega
    -- and none of the five terms reaches there
    have ht : ∀ t ∈ terms, t.1 ≤ 4 ∧ t.2 ≤ 1 := by decide +kernel
    rw [h0]
    symm
    refine sum_eq_zero ?_
    intro t hmem
    have := ht t hmem
    simp only [termTable, cells, mem_product, mem_Icc]
    exact if_neg (by omega)

end DTwoTerms
```

Lean reports:

```
Main.lean:53:6: error: (kernel) excessive memory consumption detected
```

The repair, with which the file compiles:

```diff
@@ -51,5 +51,13 @@
     have hb : ∀ s ∈ microstates, (-4 ≤ totalML s ∧ totalML s ≤ 4) ∧
         (-2 ≤ twoTotalMS s ∧ twoTotalMS s ≤ 2) := by
-      decide +kernel
+      intro s hs
+      rw [microstates, mem_powersetCard] at hs
+      obtain ⟨a, b, hab, rfl⟩ := Finset.card_eq_two.mp hs.2
+      simp only [totalML, twoTotalMS, sum_pair hab, ml, twoMs]
+      have ha1 := a.1.isLt
+      have ha2 := a.2.isLt
+      have hb1 := b.1.isLt
+      have hb2 := b.2.isLt
+      omega
     have h0 : microstateCount M T = 0 := by
       unfold microstateCount
```

The error is at the `decide +kernel` that should prove `hb`, the bounds on `totalML` and `twoTotalMS` for every microstate. This tactic has Lean's kernel evaluate a decision procedure for the whole statement, and the kernel stopped because the evaluation used too much memory. The bounds themselves are true; the message does not say which part of the evaluation was so costly.

The repair proves `hb` by reasoning about a general microstate. Unfolding `microstates` and rewriting with `mem_powersetCard` shows that `s` has two elements, and `Finset.card_eq_two` then writes it as `{a, b}` with `a ≠ b`. That inequality, `hab`, lets `sum_pair` turn each total into a sum of two terms. The four `isLt` facts bound the orbital indices below 5 and the spin indices below 2, and from these `omega` derives the required bounds by linear integer arithmetic. The other uses of `decide +kernel` are unchanged.
